# Momentum weight of the hydrogenic 1s Wannier exciton: a share 1/2 + 2/(3π) lies within the inverse radius

A Bethe–Salpeter calculation of a weakly bound exciton can restrict the k-points to a patch around the band edge, which leaves a patch radius $K$ to choose. For the 1s Wannier exciton of a three-dimensional hydrogenic model, the results below give the momentum weight that a given $K$ keeps and bound the weight it discards.

The model has isotropic parabolic bands with reduced mass $\mu$ and a static dielectric constant $\varepsilon$ that screens the electron–hole attraction. These are assumptions, not consequences of the Bethe–Salpeter equation. Wave numbers are measured from the band edge, and atomic units are used throughout.

## The exciton and its momentum density

```lean
import Mathlib

open MeasureTheory Set Filter
open scoped Topology Real

namespace WannierExcitonMomentum

noncomputable section
```

This loads the mathematical library Mathlib and opens its vocabulary for integrals, sets and limits.

```lean
/-- Exciton radius for reduced mass `mu` and dielectric constant `eps`, in atomic units
(`mu` nonzero). -/
def excitonRadius (mu eps : ℝ) : ℝ := eps / mu
```

The exciton radius is $a=\varepsilon/\mu$. The symbol `ℝ` is the type of real numbers.

```lean
/-- Unnormalised radial function `u(r) = r exp(-r/a)` of the 1s exciton (`a` nonzero). -/
def radial (a r : ℝ) : ℝ := r * Real.exp (-r / a)
```

This is $u(r)=r\,e^{-r/a}$, which is $r$ times the 1s wave function, without normalisation; here $r$ is the electron–hole distance. The square of $2a^{-3/2}u(r)$ integrates to one over $r>0$.

```lean
/-- Sine transform of the radial function at wave number `k` (for `a > 0`). -/
def sineTransform (a k : ℝ) : ℝ := ∫ r in Ioi (0 : ℝ), radial a r * Real.sin (k * r)
```

`Ioi 0` is the interval $(0,\infty)$, so this is $S(k)=\int_0^\infty u(r)\sin(kr)\,dr$.

```lean
/-- Unnormalised radial momentum density: the square of the sine transform (for `a > 0`). -/
def momentumDensity (a k : ℝ) : ℝ := sineTransform a k ^ 2
```

For an s state the three-dimensional momentum amplitude is proportional to $S(k)/k$. The spherical shell contributes a factor $k^2$, so the weight per unit $k$ is proportional to $S(k)^2$.

```lean
/-- Fraction of the momentum weight at wave numbers up to `K` (for `a > 0`, `K ≥ 0`). -/
def momentumFraction (a K : ℝ) : ℝ :=
  (∫ k in Ioc 0 K, momentumDensity a k) / ∫ k in Ioi (0 : ℝ), momentumDensity a k
```

`Ioc 0 K` is $(0,K]$. The fraction is the weight up to $K$ divided by the total, so normalisation cancels.

```lean
/-- Cumulative momentum weight, up to a constant factor, as a function of `x = k a`. -/
def cumulative (x : ℝ) : ℝ :=
  Real.arctan x + (3 * x ^ 5 + 8 * x ^ 3 - 3 * x) / (3 * (1 + x ^ 2) ^ 3)
```

Call this function $F(x)$, with $x=ka$. It will turn out to be the integrated momentum density, up to a factor.

## The radial equation

```lean
/-- The slope of the radial function is `(1 - r/a) exp(-r/a)`. -/
theorem radial_hasDerivAt (a r : ℝ) :
    HasDerivAt (radial a) ((1 - r / a) * Real.exp (-r / a)) r := by
  have h : HasDerivAt (fun r : ℝ => Real.exp (-r / a)) (Real.exp (-r / a) * (-1 / a)) r :=
    ((hasDerivAt_id' r).fun_neg.div_const a).exp
  exact ((hasDerivAt_id' r).fun_mul h).congr_deriv (by ring)
```

`HasDerivAt f d r` says that $f$ is differentiable at $r$ with derivative $d$. Here the product rule gives $u'=(1-r/a)e^{-r/a}$.

```lean
/-- The radial function solves the screened Coulomb radial equation with energy
`-mu / (2 eps^2)`. -/
theorem radial_schrodinger {mu eps r : ℝ} (hmu : 0 < mu) (heps : 0 < eps) (hr : 0 < r) :
    -deriv (deriv (radial (excitonRadius mu eps))) r / (2 * mu)
      - radial (excitonRadius mu eps) r / (eps * r)
      = -(mu / (2 * eps ^ 2)) * radial (excitonRadius mu eps) r := by
  have h1 : ∀ a : ℝ, deriv (radial a) = fun r => (1 - r / a) * Real.exp (-r / a) :=
    fun a => funext fun r => (radial_hasDerivAt a r).deriv
  have h2 : ∀ a : ℝ, HasDerivAt (fun r : ℝ => (1 - r / a) * Real.exp (-r / a))
      ((r / a ^ 2 - 2 / a) * Real.exp (-r / a)) r := by
    intro a
    have h : HasDerivAt (fun r : ℝ => Real.exp (-r / a)) (Real.exp (-r / a) * (-1 / a)) r :=
      ((hasDerivAt_id' r).fun_neg.div_const a).exp
    exact ((((hasDerivAt_id' r).div_const a).const_sub 1).fun_mul h).congr_deriv (by ring)
  rw [h1, (h2 _).deriv]
  simp only [radial, excitonRadius]
  generalize Real.exp (-r / (eps / mu)) = E
  field_simp
  ring
```

For $\mu,\varepsilon,r>0$ the theorem states
$$-\frac{u''}{2\mu}-\frac{u}{\varepsilon r}=-\frac{\mu}{2\varepsilon^2}\,u .$$
By hand, $u''=(r/a^2-2/a)e^{-r/a}$, so
$$-\frac{u''}{2\mu}=\left(\frac{1}{\mu a}-\frac{r}{2\mu a^2}\right)e^{-r/a}=\left(\frac1\varepsilon-\frac{\mu r}{2\varepsilon^2}\right)e^{-r/a}.$$
The attraction contributes $-e^{-r/a}/\varepsilon$, which cancels the first term. In the code `h1` and `h2` are the two derivatives. The exponential is then replaced by a letter `E`, and `field_simp` and `ring` finish the algebra. The theorem verifies a solution; it does not show that this is the lowest state.

## The sine transform

```lean
/-- The sine transform of the radial function is `2 k a^3 / (1 + k^2 a^2)^2`. -/
theorem sineTransform_eq {a : ℝ} (ha : 0 < a) (k : ℝ) :
    sineTransform a k = 2 * k * a ^ 3 / (1 + k ^ 2 * a ^ 2) ^ 2 := by
  have hE : ∀ r : ℝ, HasDerivAt (fun r : ℝ => Real.exp (-r / a))
      (Real.exp (-r / a) * (-1 / a)) r :=
    fun r => ((hasDerivAt_id' r).fun_neg.div_const a).exp
  -- both `exp(-r/a)` and `r exp(-r/a)` vanish at large distance
  have hdiv : Tendsto (fun r : ℝ => r / a) atTop atTop := tendsto_id.atTop_div_const ha
  have t0 : Tendsto (fun r : ℝ => Real.exp (-r / a)) atTop (𝓝 0) := by
    refine ((Real.tendsto_pow_mul_exp_neg_atTop_nhds_zero 0).comp hdiv).congr fun r => ?_
    simp only [Function.comp_apply, pow_zero, one_mul, neg_div]
  have t1 : Tendsto (radial a) atTop (𝓝 0) := by
    have h := ((Real.tendsto_pow_mul_exp_neg_atTop_nhds_zero 1).comp hdiv).const_mul a
    rw [mul_zero] at h
    refine h.congr fun r => ?_
    simp only [Function.comp_apply, pow_one, radial, neg_div]
    generalize Real.exp (-(r / a)) = E
    field_simp
  have bd : ∀ f g : ℝ → ℝ, (∀ r, |g r| ≤ 1) → Tendsto f atTop (𝓝 0) →
      Tendsto (fun r => f r * g r) atTop (𝓝 0) := by
    intro f g hg hf
    refine squeeze_zero_norm (a := fun r => ‖f r‖) (fun r => ?_) (by simpa using hf.norm)
    rw [norm_mul]
    exact mul_le_of_le_one_right (norm_nonneg _) (hg r)
  -- the radial function is integrable, hence so is its product with the sine
  have hu : IntegrableOn (radial a) (Ioi 0) := by
    refine integrableOn_Ioi_deriv_of_nonneg' (l := -(a * 0 + a ^ 2 * 0))
      (g := fun r => -(a * radial a r + a ^ 2 * Real.exp (-r / a))) (fun r _ => ?_)
      (fun r hr => mul_nonneg (le_of_lt hr) (Real.exp_pos _).le)
      ((t1.const_mul a).add (t0.const_mul (a ^ 2))).neg
    refine (((radial_hasDerivAt a r).const_mul a).fun_add
      ((hE r).const_mul (a ^ 2))).fun_neg.congr_deriv ?_
    simp only [radial]
    generalize Real.exp (-r / a) = E
    field_simp
    ring
  have hi : IntegrableOn (fun r => radial a r * Real.sin (k * r)) (Ioi 0) := by
    have hc : Continuous fun r => radial a r * Real.sin (k * r) := by
      unfold radial
      fun_prop
    refine Integrable.mono hu hc.aestronglyMeasurable (Eventually.of_forall fun r => ?_)
    rw [norm_mul]
    exact mul_le_of_le_one_right (norm_nonneg _) (Real.abs_sin_le_one _)
  have hN : 1 + k ^ 2 * a ^ 2 ≠ 0 := by positivity
  -- explicit antiderivative
  let A := a / (1 + k ^ 2 * a ^ 2)
  let B := a ^ 2 * (1 - k ^ 2 * a ^ 2) / (1 + k ^ 2 * a ^ 2) ^ 2
  let C := k * a ^ 2 / (1 + k ^ 2 * a ^ 2)
  let D := 2 * k * a ^ 3 / (1 + k ^ 2 * a ^ 2) ^ 2
  have hG : ∀ r : ℝ, HasDerivAt (fun r => -((A * (radial a r * Real.sin (k * r))
      + B * (Real.exp (-r / a) * Real.sin (k * r))) + (C * (radial a r * Real.cos (k * r))
      + D * (Real.exp (-r / a) * Real.cos (k * r))))) (radial a r * Real.sin (k * r)) r := by
    intro r
    have hk : HasDerivAt (fun r : ℝ => k * r) (k * 1) r := (hasDerivAt_id' r).const_mul k
    have hu' := radial_hasDerivAt a r
    refine ((((hu'.fun_mul hk.sin).const_mul A).fun_add
      (((hE r).fun_mul hk.sin).const_mul B)).fun_add
      (((hu'.fun_mul hk.cos).const_mul C).fun_add
      (((hE r).fun_mul hk.cos).const_mul D))).fun_neg.congr_deriv ?_
    simp only [radial, A, B, C, D]
    generalize Real.exp (-r / a) = E
    generalize Real.sin (k * r) = S
    generalize Real.cos (k * r) = T
    field_simp
    ring
  have hs : ∀ r, |Real.sin (k * r)| ≤ 1 := fun r => Real.abs_sin_le_one _
  have hc : ∀ r, |Real.cos (k * r)| ≤ 1 := fun r => Real.abs_cos_le_one _
  have hlim := ((((bd _ _ hs t1).const_mul A).add ((bd _ _ hs t0).const_mul B)).add
    (((bd _ _ hc t1).const_mul C).add ((bd _ _ hc t0).const_mul D))).neg
  have h := integral_Ioi_of_hasDerivAt_of_tendsto' (fun r _ => hG r) hi hlim
  unfold sineTransform
  rw [h]
  simp [radial, D]
```

The claim is $S(k)=2ka^3/(1+k^2a^2)^2$ for $a>0$ and every real $k$. By hand, set $s=1/a-ik$. Then $S(k)$ is the imaginary part of
$$\int_0^\infty r\,e^{-sr}\,dr=\frac1{s^2}=\frac{a^2(1+ika)^2}{(1+k^2a^2)^2}.$$

Lean follows the same route in real form. The complex antiderivative is $-(r/s+1/s^2)e^{-sr}$, and the code's constants are its parts: $1/s=A+iC$ and $1/s^2=B+iD$. `hG` checks the imaginary part by differentiation. It vanishes at infinity, because $u$ and $e^{-r/a}$ do (`t1`, `t0`) while sine and cosine stay bounded (`bd`). At $r=0$ it equals $-D$, so the integral is $D$. Integrability follows from $|u\sin(kr)|\le u$ on the half-line.

## Integrating the momentum density

```lean
/-- The cumulative weight grows at the rate `16 x^2 / (1 + x^2)^4`. -/
theorem cumulative_hasDerivAt (x : ℝ) :
    HasDerivAt cumulative (16 * x ^ 2 / (1 + x ^ 2) ^ 4) x := by
  have hn : HasDerivAt (fun y : ℝ => 3 * y ^ 5 + 8 * y ^ 3 - 3 * y)
      (15 * x ^ 4 + 24 * x ^ 2 - 3) x :=
    ((((hasDerivAt_pow 5 x).const_mul (3 : ℝ)).fun_add
      ((hasDerivAt_pow 3 x).const_mul (8 : ℝ))).fun_sub
      ((hasDerivAt_id' x).const_mul (3 : ℝ))).congr_deriv (by push_cast; ring)
  have hd : HasDerivAt (fun y : ℝ => 3 * (1 + y ^ 2) ^ 3) (18 * x * (1 + x ^ 2) ^ 2) x :=
    ((((hasDerivAt_pow 2 x).const_add (1 : ℝ)).fun_pow 3).const_mul (3 : ℝ)).congr_deriv
      (by push_cast; ring)
  have h0 : 3 * (1 + x ^ 2) ^ 3 ≠ 0 := by positivity
  have h1 : 1 + x ^ 2 ≠ 0 := by positivity
  refine ((Real.hasDerivAt_arctan x).fun_add (hn.fun_div hd h0)).congr_deriv ?_
  field_simp
  ring
```

The claim is $F'(x)=16x^2/(1+x^2)^4$. The quotient rule gives the rational part the derivative
$$\frac{-x^6-3x^4+13x^2-1}{(1+x^2)^4},$$
and the arctangent adds $1/(1+x^2)=(1+3x^2+3x^4+x^6)/(1+x^2)^4$. Only $16x^2$ survives in the numerator.

```lean
/-- The cumulative weight tends to `π / 2` at large momentum. -/
theorem cumulative_tendsto : Tendsto cumulative atTop (𝓝 (π / 2)) := by
  have hR : Tendsto (fun x : ℝ => (3 * x ^ 5 + 8 * x ^ 3 - 3 * x) / (3 * (1 + x ^ 2) ^ 3))
      atTop (𝓝 0) := by
    refine squeeze_zero' (g := fun x : ℝ => 2 / x) ?_ ?_
      (tendsto_const_nhds.div_atTop tendsto_id)
    · filter_upwards [eventually_ge_atTop (1 : ℝ)] with x hx
      have h3 : x ≤ x ^ 3 := by nlinarith [mul_nonneg (by linarith : 0 ≤ x) (sq_nonneg (x - 1))]
      have h5 : 0 ≤ x ^ 5 := by positivity
      exact div_nonneg (by linarith) (by positivity)
    · filter_upwards [eventually_ge_atTop (1 : ℝ)] with x hx
      have hx0 : 0 < x := by linarith
      rw [div_le_div_iff₀ (by positivity) hx0]
      have h2 : 0 ≤ x ^ 2 := by positivity
      have h4 : 0 ≤ x ^ 4 := by positivity
      have h6 : 0 ≤ x ^ 6 := by positivity
      linarith
  have h := (Real.tendsto_arctan_atTop.mono_right nhdsWithin_le_nhds).add hR
  rw [add_zero] at h
  exact h
```

`Tendsto cumulative atTop (𝓝 (π / 2))` reads $F(x)\to\pi/2$ as $x\to\infty$. The arctangent supplies $\pi/2$; for $x\ge1$ the rational part lies between $0$ and $2/x$.

```lean
/-- The momentum density is the derivative of the rescaled cumulative weight. -/
theorem momentumDensity_primitive {a : ℝ} (ha : 0 < a) (k : ℝ) :
    HasDerivAt (fun k => a ^ 3 / 4 * cumulative (k * a)) (momentumDensity a k) k := by
  have hk : HasDerivAt (fun k : ℝ => k * a) (1 * a) k := (hasDerivAt_id' k).mul_const a
  refine (((cumulative_hasDerivAt (k * a)).comp k hk).const_mul (a ^ 3 / 4)).congr_deriv ?_
  rw [momentumDensity, sineTransform_eq ha, mul_pow k a 2]
  generalize 1 + k ^ 2 * a ^ 2 = N
  ring
```

By the chain rule,
$$\frac{d}{dk}\left[\frac{a^3}{4}F(ka)\right]=\frac{a^4}{4}\,\frac{16k^2a^2}{(1+k^2a^2)^4}=\frac{4k^2a^6}{(1+k^2a^2)^4}=S(k)^2 .$$

```lean
/-- The momentum density is integrable, with total weight `π a^3 / 8`. -/
theorem momentumDensity_total {a : ℝ} (ha : 0 < a) :
    IntegrableOn (momentumDensity a) (Ioi 0) ∧
      ∫ k in Ioi (0 : ℝ), momentumDensity a k = π * a ^ 3 / 8 := by
  have hlim : Tendsto (fun k => a ^ 3 / 4 * cumulative (k * a)) atTop
      (𝓝 (a ^ 3 / 4 * (π / 2))) :=
    (cumulative_tendsto.comp (tendsto_id.atTop_mul_const ha)).const_mul _
  have hpos : ∀ k ∈ Ioi (0 : ℝ), 0 ≤ momentumDensity a k := fun k _ => sq_nonneg _
  refine ⟨integrableOn_Ioi_deriv_of_nonneg' (fun k _ => momentumDensity_primitive ha k)
    hpos hlim, ?_⟩
  rw [integral_Ioi_of_hasDerivAt_of_nonneg' (fun k _ => momentumDensity_primitive ha k)
    hpos hlim]
  have h0 : cumulative (0 * a) = 0 := by simp [cumulative]
  rw [h0]
  ring
```

The symbol `∧` means "and": the density is integrable, and its total is $\frac{a^3}{4}\left(\frac{\pi}{2}-F(0)\right)=\pi a^3/8$, since $F(0)=0$. Dividing by this total gives the normalised density $32a^3k^2/[\pi(1+k^2a^2)^4]$.

## The share inside a cutoff

```lean
/-- Closed form of the fraction of momentum weight at wave numbers up to `x / a`. -/
theorem momentumFraction_eq {a x : ℝ} (ha : 0 < a) (hx : 0 ≤ x) :
    momentumFraction a (x / a) = 2 / π *
      (Real.arctan x + (3 * x ^ 5 + 8 * x ^ 3 - 3 * x) / (3 * (1 + x ^ 2) ^ 3)) := by
  change _ = 2 / π * cumulative x
  have hK : 0 ≤ x / a := by positivity
  obtain ⟨hint, htot⟩ := momentumDensity_total ha
  have hii : IntervalIntegrable (momentumDensity a) volume 0 (x / a) :=
    (intervalIntegrable_iff_integrableOn_Ioc_of_le hK).mpr (hint.mono_set Ioc_subset_Ioi_self)
  have h0 : cumulative (0 * a) = 0 := by simp [cumulative]
  have hxa : x / a * a = x := by field_simp
  rw [momentumFraction, htot, ← intervalIntegral.integral_of_le hK,
    intervalIntegral.integral_eq_sub_of_hasDerivAt
      (fun k _ => momentumDensity_primitive ha k) hii, h0, hxa]
  have hpi := Real.pi_ne_zero
  generalize cumulative x = c
  field_simp
  ring
```

For $x\ge0$, the weight up to $K=x/a$ is $\frac{a^3}{4}F(x)$ by the fundamental theorem of calculus. Dividing by $\pi a^3/8$ gives the fraction $\frac2\pi F(x)$.

```lean
/-- The fraction of momentum weight at wave numbers up to the inverse exciton radius
`mu / eps` is `1/2 + 2/(3π)`. -/
theorem momentumFraction_inverse_radius {mu eps : ℝ} (hmu : 0 < mu) (heps : 0 < eps) :
    momentumFraction (excitonRadius mu eps) (mu / eps) = 1 / 2 + 2 / (3 * π) := by
  have ha : 0 < excitonRadius mu eps := div_pos heps hmu
  have hK : mu / eps = 1 / excitonRadius mu eps := by rw [excitonRadius, one_div_div]
  have hv : (3 * 1 ^ 5 + 8 * 1 ^ 3 - 3 * 1) / (3 * (1 + 1 ^ 2) ^ 3) = (1 / 3 : ℝ) := by norm_num
  rw [hK, momentumFraction_eq ha zero_le_one, Real.arctan_one, hv]
  have hpi := Real.pi_ne_zero
  field_simp
  ring
```

At $K=\mu/\varepsilon=1/a$ we have $x=1$, so $\arctan 1=\pi/4$ and the rational part is $8/24=1/3$. The fraction is
$$\frac2\pi\left(\frac\pi4+\frac13\right)=\frac12+\frac2{3\pi}\approx0.712 .$$

```lean
/-- The fraction of momentum weight beyond the cutoff `x / a` is at most `32 / (5 π x^5)`. -/
theorem momentumFraction_tail {a x : ℝ} (ha : 0 < a) (hx : 0 < x) :
    1 - momentumFraction a (x / a) ≤ 32 / (5 * π * x ^ 5) := by
  rw [momentumFraction_eq ha hx.le]
  change 1 - 2 / π * cumulative x ≤ _
  -- the density lies below its envelope `16 / y^6`
  have hpos : ∀ y ∈ Ioi x, 0 ≤ 16 / y ^ 6 - 16 * y ^ 2 / (1 + y ^ 2) ^ 4 := by
    intro y hy
    have hy0 : 0 < y := hx.trans hy
    have h := pow_le_pow_left₀ (sq_nonneg y) (by linarith : y ^ 2 ≤ 1 + y ^ 2) 4
    rw [sub_nonneg, div_le_div_iff₀ (by positivity) (by positivity)]
    linarith
  have hder : ∀ y ∈ Ici x, HasDerivAt (fun y => -cumulative y - 16 / 5 / y ^ 5)
      (16 / y ^ 6 - 16 * y ^ 2 / (1 + y ^ 2) ^ 4) y := by
    intro y hy
    have hy0 : y ≠ 0 := (lt_of_lt_of_le hx hy).ne'
    have hq : HasDerivAt (fun y : ℝ => 16 / 5 / y ^ 5) (-(16 / y ^ 6)) y := by
      refine ((hasDerivAt_const y (16 / 5 : ℝ)).fun_div (hasDerivAt_pow 5 y)
        (pow_ne_zero 5 hy0)).congr_deriv ?_
      push_cast
      field_simp
      ring
    exact ((cumulative_hasDerivAt y).fun_neg.fun_sub hq).congr_deriv (by ring)
  have hlim : Tendsto (fun y => -cumulative y - 16 / 5 / y ^ 5) atTop (𝓝 (-(π / 2) - 0)) :=
    cumulative_tendsto.neg.sub
      (tendsto_const_nhds.div_atTop (tendsto_pow_atTop (by norm_num : (5 : ℕ) ≠ 0)))
  have h1 := integral_Ioi_of_hasDerivAt_of_nonneg' hder hpos hlim
  have h2 := setIntegral_nonneg (μ := volume) measurableSet_Ioi hpos
  rw [h1] at h2
  have hpi := Real.pi_pos
  calc 1 - 2 / π * cumulative x = 2 / π * (π / 2 - cumulative x) := by field_simp
    _ ≤ 2 / π * (16 / 5 / x ^ 5) :=
        mul_le_mul_of_nonneg_left (by linarith) (by positivity)
    _ = 32 / (5 * π * x ^ 5) := by ring

end

end WannierExcitonMomentum
```

Since $1+y^2\ge y^2$, the density in $y$ lies below $16/y^6$. Hence for $x>0$
$$1-\frac2\pi F(x)=\frac2\pi\int_x^\infty\frac{16y^2}{(1+y^2)^4}\,dy\le\frac2\pi\int_x^\infty\frac{16}{y^6}\,dy=\frac{32}{5\pi x^5}.$$
Lean integrates the difference of the two integrands: `hpos` says it is non-negative, `hder` gives its antiderivative and `hlim` the limit at infinity. The bound is informative only once $x$ exceeds about $1.15$; below that it is larger than one.

## Choosing a patch for μ = 0.1 and ε = 10

Here $a=100$ bohr, the energy relative to the band gap is $-0.0005$ hartree, and $1/a=0.01$ bohr$^{-1}$. A patch of that radius holds 71.2% of the weight. Tripling it to $K=0.03$ bohr$^{-1}$ gives $F(3)=\arctan3+0.312\approx1.5610$, so 99.4% is inside. The discarded share is about 0.0062, against a bound of 0.0084.

In a setup script, $\mu$ can be taken from the band curvatures and $\varepsilon$ from a dielectric calculation that includes the same screening as the Bethe–Salpeter calculation. For a tolerated discarded share $\delta$, with $0<\delta<1$, the bound gives a patch radius that is sufficient within this model, though larger than necessary:
$$K=\frac{\mu}{\varepsilon}\left(\frac{32}{5\pi\delta}\right)^{1/5}.$$
With $\delta=0.01$ this is about $2.9\,\mu/\varepsilon$. The mesh spacing is a separate choice: it should start well below $\mu/\varepsilon$ and be refined until the binding energy settles. The patch radius should be checked in the same way, by enlarging it, because a small discarded weight is not itself an energy error bar.

```lean
#print axioms WannierExcitonMomentum.radial_schrodinger
-- 'WannierExcitonMomentum.radial_schrodinger' depends on axioms: [propext, Classical.choice, Quot.sound]
#print axioms WannierExcitonMomentum.momentumFraction_inverse_radius
-- 'WannierExcitonMomentum.momentumFraction_inverse_radius' depends on axioms: [propext, Classical.choice, Quot.sound]
#print axioms WannierExcitonMomentum.momentumFraction_tail
-- 'WannierExcitonMomentum.momentumFraction_tail' depends on axioms: [propext, Classical.choice, Quot.sound]
```
